# For two idempotent density matrices of equal trace, the eigenvalues of the difference pair as $a$ and $-a$

Let $P$ and $Q$ be complex $N\times N$ matrices with $P^2=P$, $Q^2=Q$ and $\operatorname{tr}P=\operatorname{tr}Q$. Then

$$\det\bigl(z-(P-Q)\bigr)=\det\bigl(z+(P-Q)\bigr)\qquad\text{for every } z\in\mathbb C,$$

and $a$ and $-a$ have the same algebraic multiplicity as eigenvalues of $P-Q$. Neither matrix need be Hermitian.

The physical question is how the electron density rearranges between two states with the same number of electrons. The eigenvalues of the difference density matrix measure the gain and loss of occupation. When each state is a single Slater determinant in a finite orthonormal spin-orbital basis, its one-particle density matrix is idempotent and its trace is the electron number, so each gain $a$ is matched by a loss $-a$. Non-Hermitian idempotents arise when the occupied left and right orbitals span different spaces, as can happen for a non-Hermitian effective Hamiltonian.

The step from a real state to this model is idempotency itself: a correlated state has fractional occupations, and its density matrix does not satisfy $P^2=P$. In a non-orthogonal basis with overlap matrix $S$, $P$ and $Q$ stand for the two density matrices, each multiplied on the right by $S$. A closed-shell density matrix summed over spin must first be halved, because its occupations are $2$ instead of $1$.

## Matrices over a finite set of spin orbitals

In the code, `n` is the set that labels the basis functions, not a number. The dimension $N$ is `Fintype.card n`.

In Lean 4 with Mathlib:

```lean
import Mathlib

open Matrix

namespace DifferenceDensitySpectrum

variable {n : Type*} [Fintype n] [DecidableEq n]
```

## Biorthonormal orbitals of a projector

Let $r$ be the rank of $P$. Choose a basis of the range of $P$ and make its vectors the columns of an $N\times r$ matrix $R$. For a vector $x$, let $Lx$ be the coordinates of $Px$ in that basis. Then $Px=R(Lx)$ for all $x$, so $P=RL$.

Every vector in the range has the form $y=Px$, and $Py=P^2x=Px=y$. Each column of $R$ is therefore left unchanged by $P$, and its coordinates are those of a single basis vector. Hence $LR=1_r$: the rows of $L$ are left orbitals, biorthonormal to the right orbitals in $R$.

```lean
/-- An idempotent matrix `P` is built from as many right orbitals (columns of `R`) and left
orbitals (rows of `L`) as its rank, and the two sets are biorthonormal. -/
theorem exists_biorthogonal_orbitals {P : Matrix n n ℂ} (hP : P * P = P) :
    ∃ (R : Matrix n (Fin P.rank) ℂ) (L : Matrix (Fin P.rank) n ℂ),
      P = R * L ∧ L * R = 1 := by
  have hr : Module.finrank ℂ (LinearMap.range P.mulVecLin) = P.rank := by
    rw [Matrix.rank]
  let b := Module.finBasisOfFinrankEq ℂ (LinearMap.range P.mulVecLin) hr
  refine ⟨LinearMap.toMatrix b (Pi.basisFun ℂ n) (LinearMap.range P.mulVecLin).subtype,
    LinearMap.toMatrix (Pi.basisFun ℂ n) b P.mulVecLin.rangeRestrict, ?_, ?_⟩
  · -- projecting onto the range and including it back is `P` itself
    have hs : (LinearMap.range P.mulVecLin).subtype.comp P.mulVecLin.rangeRestrict
        = P.mulVecLin := LinearMap.ext fun _ => rfl
    rw [← LinearMap.toMatrix_comp, hs, LinearMap.toMatrix_eq_toMatrix',
      ← Matrix.toLin'_apply', LinearMap.toMatrix'_toLin']
  · -- on its own range `P` acts as the identity
    have hs : P.mulVecLin.rangeRestrict.comp (LinearMap.range P.mulVecLin).subtype
        = LinearMap.id := by
      apply LinearMap.ext
      rintro ⟨_, x, rfl⟩
      apply Subtype.ext
      change P *ᵥ (P *ᵥ x) = P *ᵥ x
      rw [Matrix.mulVec_mulVec, hP]
    rw [← LinearMap.toMatrix_comp, hs, LinearMap.toMatrix_id]
```

The hypothesis `P * P = P` is the idempotency condition. In the proof, `R` is the matrix of the inclusion of the range into the full space, and `L` is the matrix of $P$ regarded as a map onto its range. Composing the two maps in one order gives $P$, and in the other order the identity.

## Trace and determinant depend only on the rank

The cyclic property of the trace gives

$$\operatorname{tr}P=\operatorname{tr}(RL)=\operatorname{tr}(LR)=\operatorname{tr}1_r=r.$$

```lean
/-- The trace of an idempotent matrix is its rank. -/
theorem projector_trace {P : Matrix n n ℂ} (hP : P * P = P) : P.trace = (P.rank : ℂ) := by
  obtain ⟨R, L, h1, h2⟩ := exists_biorthogonal_orbitals hP
  calc P.trace = (R * L).trace := congrArg Matrix.trace h1
    _ = (L * R).trace := Matrix.trace_mul_comm _ _
    _ = (P.rank : ℂ) := by rw [h2, Matrix.trace_one, Fintype.card_fin]
```

The determinant has a similar property, $\det(1+AB)=\det(1+BA)$, also for rectangular $A$ and $B$. For any complex $t$,

$$\det(1+tP)=\det(1+tRL)=\det(1_r+tLR)=\det\bigl((1+t)1_r\bigr)=(1+t)^r.$$

```lean
/-- For an idempotent matrix `P`, the determinant of `1 + t P` is `1 + t` to the power of the
rank of `P`. -/
theorem projector_det {P : Matrix n n ℂ} (hP : P * P = P) (t : ℂ) :
    (1 + t • P).det = (1 + t) ^ P.rank := by
  obtain ⟨R, L, h1, h2⟩ := exists_biorthogonal_orbitals hP
  calc (1 + t • P).det = (1 + (t • R) * L).det := by rw [Matrix.smul_mul, ← h1]
    _ = (1 + L * (t • R)).det := Matrix.det_one_add_mul_comm _ _
    _ = ((1 + t) • (1 : Matrix (Fin P.rank) (Fin P.rank) ℂ)).det := by
      rw [Matrix.mul_smul, h2, add_smul, one_smul]
    _ = (1 + t) ^ P.rank := by
      rw [Matrix.det_smul, Matrix.det_one, mul_one, Fintype.card_fin]
```

Both `calc` blocks follow these chains of equalities, with `Matrix.trace_mul_comm` and `Matrix.det_one_add_mul_comm` as the exchange steps.

## An identity that reverses the sign of the difference

The link between $P-Q$ and its negative is

$$\bigl(z-(P-Q)\bigr)\bigl((z-1)+2P\bigr)=\bigl((z-1)+2Q\bigr)\bigl(z+(P-Q)\bigr).$$

Expanding the left side and using $P^2=P$ gives

$$z(z-1)+\bigl[2z-(z-1)-2\bigr]P+(z-1)Q+2QP.$$

Expanding the right side and using $Q^2=Q$ gives

$$z(z-1)+(z-1)P+\bigl[2z-(z-1)-2\bigr]Q+2QP.$$

Both square brackets equal $z-1$, so the two sides agree. No commutation of $P$ with $Q$ has been used.

```lean
/-- For idempotent `P` and `Q`, the matrices `(z - 1) + 2P` and `(z - 1) + 2Q` intertwine
`z - (P - Q)` with `z + (P - Q)`. -/
theorem intertwining {P Q : Matrix n n ℂ} (hP : P * P = P) (hQ : Q * Q = Q) (z : ℂ) :
    (z • (1 : Matrix n n ℂ) - (P - Q)) * ((z - 1) • (1 : Matrix n n ℂ) + (2 : ℂ) • P)
      = ((z - 1) • (1 : Matrix n n ℂ) + (2 : ℂ) • Q) * (z • (1 : Matrix n n ℂ) + (P - Q)) := by
  simp only [sub_mul, mul_sub, add_mul, mul_add, smul_mul_assoc, mul_smul_comm,
    one_mul, mul_one, hP, hQ]
  module
```

A scalar added to a matrix is written out as a multiple of the identity, `z • (1 : Matrix n n ℂ)`. The `simp only` step expands the products and applies idempotency; `module` compares the coefficients.

## Secular determinants when one state has $k$ more electrons

Suppose $\operatorname{tr}P=\operatorname{tr}Q+k$ with $k$ a natural number. Traces are ranks, so $\operatorname{rank}P=\operatorname{rank}Q+k$.

Take $z\neq\pm1$ and set $u=(z+1)/(z-1)$, which is nonzero. Since $(z-1)(u-1)=2$, every idempotent $A$ satisfies

$$\det\bigl((z-1)+2A\bigr)=\det\bigl((z-1)(1+(u-1)A)\bigr)=(z-1)^N u^{\operatorname{rank}A}.$$

Taking determinants in the sign-reversing identity gives

$$\det\bigl(z-(P-Q)\bigr)(z-1)^N u^{\operatorname{rank}Q+k}=(z-1)^N u^{\operatorname{rank}Q}\det\bigl(z+(P-Q)\bigr).$$

Cancel the common nonzero factor $(z-1)^N u^{\operatorname{rank}Q}$ and multiply by $(z-1)^k$:

$$(z+1)^k\det\bigl(z-(P-Q)\bigr)=(z-1)^k\det\bigl(z+(P-Q)\bigr).$$

Both sides are continuous in $z$, so the equality extends to $z=1$ and $z=-1$.

```lean
/-- If the idempotent `P` has trace larger by `k` than the idempotent `Q`, the secular
determinants of `P - Q` and `Q - P` agree up to the factors `(z + 1)^k` and `(z - 1)^k`. -/
theorem secular_det_of_trace_excess {P Q : Matrix n n ℂ} (hP : P * P = P) (hQ : Q * Q = Q)
    (k : ℕ) (h : P.trace = Q.trace + (k : ℂ)) (z : ℂ) :
    (z + 1) ^ k * (z • (1 : Matrix n n ℂ) - (P - Q)).det
      = (z - 1) ^ k * (z • (1 : Matrix n n ℂ) + (P - Q)).det := by
  have hr : P.rank = Q.rank + k := by
    rw [projector_trace hP, projector_trace hQ] at h
    exact_mod_cast h
  -- both sides are continuous in `z`, so the points `1` and `-1` may be left out
  have hd : Dense ((Set.univ : Set ℂ) \ {1, -1}) := dense_univ.sdiff_finite (Set.toFinite _)
  have hf : Continuous fun w : ℂ =>
      (w + 1) ^ k * (w • (1 : Matrix n n ℂ) - (P - Q)).det :=
    Continuous.mul (by fun_prop) (Continuous.matrix_det (by fun_prop))
  have hg : Continuous fun w : ℂ =>
      (w - 1) ^ k * (w • (1 : Matrix n n ℂ) + (P - Q)).det :=
    Continuous.mul (by fun_prop) (Continuous.matrix_det (by fun_prop))
  refine congrFun (Continuous.ext_on hd hf hg ?_) z
  intro w hw
  change (w + 1) ^ k * (w • (1 : Matrix n n ℂ) - (P - Q)).det
    = (w - 1) ^ k * (w • (1 : Matrix n n ℂ) + (P - Q)).det
  have h1 : w - 1 ≠ 0 := fun e => hw.2 (by simp [sub_eq_zero.mp e])
  have h2 : w + 1 ≠ 0 := fun e => hw.2 (by simp [eq_neg_of_add_eq_zero_left e])
  obtain ⟨u, hu⟩ : ∃ u : ℂ, u * (w - 1) = w + 1 :=
    ⟨(w + 1) / (w - 1), div_mul_cancel₀ _ h1⟩
  have hu0 : u ≠ 0 := fun e => h2 (by rw [← hu, e, zero_mul])
  -- the intertwiners have known determinants
  have hdet : ∀ A : Matrix n n ℂ, A * A = A →
      ((w - 1) • (1 : Matrix n n ℂ) + (2 : ℂ) • A).det
        = (w - 1) ^ Fintype.card n * u ^ A.rank := by
    intro A hA
    have h3 : (w - 1) * (u - 1) = 2 := by linear_combination hu
    have h4 : (w - 1) • (1 : Matrix n n ℂ) + (2 : ℂ) • A
        = (w - 1) • (1 + (u - 1) • A) := by
      rw [smul_add, smul_smul, h3]
    rw [h4, Matrix.det_smul, projector_det hA, add_sub_cancel]
  have key := congrArg Matrix.det (intertwining hP hQ w)
  rw [Matrix.det_mul, Matrix.det_mul, hdet P hP, hdet Q hQ, hr, pow_add] at key
  have c : (w • (1 : Matrix n n ℂ) - (P - Q)).det * u ^ k
      = (w • (1 : Matrix n n ℂ) + (P - Q)).det :=
    mul_left_cancel₀ (mul_ne_zero (pow_ne_zero (Fintype.card n) h1)
      (pow_ne_zero Q.rank hu0)) (by linear_combination key)
  rw [← c, ← hu, mul_pow]
  ring
```

Here `hr` converts the trace condition into one on ranks, `hdet` is the determinant formula for a general idempotent $A$, and `key` is the sign-reversing identity after determinants are taken on both sides. The cancellation is `c`. The continuity argument comes first in the code: `Continuous.ext_on` reduces the claim to the dense set of points other than $\pm1$.

## Equal electron numbers give a symmetric secular determinant

For $k=0$ both prefactors are $1$, which leaves

$$\det\bigl(z-(P-Q)\bigr)=\det\bigl(z+(P-Q)\bigr).$$

```lean
/-- For idempotent matrices `P` and `Q` of equal trace, the secular determinant of the
difference density matrix `P - Q` is unchanged when `P - Q` is replaced by its negative. -/
theorem secular_det_symmetric {P Q : Matrix n n ℂ} (hP : P * P = P) (hQ : Q * Q = Q)
    (h : P.trace = Q.trace) (z : ℂ) :
    (z • (1 : Matrix n n ℂ) - (P - Q)).det = (z • (1 : Matrix n n ℂ) + (P - Q)).det := by
  have h0 := secular_det_of_trace_excess hP hQ 0 (by rw [Nat.cast_zero, add_zero]; exact h) z
  simpa only [pow_zero, one_mul] using h0
```

## From the determinant to the multiplicities

Write $p$ for the characteristic polynomial of $P-Q$. Its convention is $p(z)=\det(z-(P-Q))$, with leading coefficient $1$. The next lemma records this convention for any matrix $D$.

```lean
/-- The characteristic polynomial of `D` at `z` is the secular determinant of `D`. -/
theorem eval_charpoly_eq (D : Matrix n n ℂ) (z : ℂ) :
    D.charpoly.eval z = (z • (1 : Matrix n n ℂ) - D).det := by
  rw [Matrix.eval_charpoly, Matrix.scalar_apply, Matrix.smul_one_eq_diagonal]
```

The symmetry of the determinant gives $p$ a definite parity:

$$p(z)=\det\bigl(z+(P-Q)\bigr)=(-1)^N\det\bigl(-z-(P-Q)\bigr)=(-1)^N p(-z).$$

Let $c$ be a root of multiplicity $m$, with $m=0$ if $c$ is not an eigenvalue. Then $p(z)=(z-c)^m q(z)$ for some polynomial $q$, and

$$p(z)=(-1)^N(-z-c)^m q(-z)=(-1)^{N+m}(z+c)^m q(-z).$$

So $-c$ has multiplicity at least $m$. Applying this to $c=a$ and to $c=-a$ gives two inequalities, and hence equality.

```lean
/-- For idempotent matrices `P` and `Q` of equal trace, `a` and `-a` have the same algebraic
multiplicity as eigenvalues of `P - Q`. -/
theorem multiplicity_symmetric {P Q : Matrix n n ℂ} (hP : P * P = P) (hQ : Q * Q = Q)
    (h : P.trace = Q.trace) (a : ℂ) :
    (P - Q).charpoly.rootMultiplicity a = (P - Q).charpoly.rootMultiplicity (-a) := by
  -- the characteristic polynomial has the parity of the dimension
  have parity : ∀ z : ℂ, (P - Q).charpoly.eval z
      = (-1) ^ Fintype.card n * (P - Q).charpoly.eval (-z) := by
    intro z
    have e : (-z) • (1 : Matrix n n ℂ) - (P - Q) = -(z • (1 : Matrix n n ℂ) + (P - Q)) := by
      module
    rw [eval_charpoly_eq, eval_charpoly_eq, e, Matrix.det_neg,
      ← secular_det_symmetric hP hQ h z, ← mul_assoc, ← mul_pow, neg_one_mul, neg_neg,
      one_pow, one_mul]
  -- a factor `(X - a)^m` is reflected into a factor `(X + a)^m`
  have le : ∀ c : ℂ, (P - Q).charpoly.rootMultiplicity c
      ≤ (P - Q).charpoly.rootMultiplicity (-c) := by
    intro c
    rw [Polynomial.le_rootMultiplicity_iff (Matrix.charpoly_monic (P - Q)).ne_zero]
    obtain ⟨q, hq⟩ := Polynomial.pow_rootMultiplicity_dvd (P - Q).charpoly c
    generalize (P - Q).charpoly.rootMultiplicity c = m at hq ⊢
    refine ⟨Polynomial.C ((-1) ^ Fintype.card n * (-1) ^ m) * q.comp (-Polynomial.X),
      Polynomial.funext fun z => ?_⟩
    have h1 : (-z - c) ^ m = (-1) ^ m * (z - -c) ^ m := by
      rw [← mul_pow]
      congr 1
      ring
    rw [parity z, hq]
    simp only [Polynomial.eval_mul, Polynomial.eval_pow, Polynomial.eval_sub,
      Polynomial.eval_X, Polynomial.eval_C, Polynomial.eval_comp, Polynomial.eval_neg]
    rw [h1]
    ring
  exact le_antisymm (le a) (by simpa only [neg_neg] using le (-a))
```

Algebraic multiplicity is `rootMultiplicity` of the characteristic polynomial. The theorem makes no statement about the number of independent eigenvectors, which can be smaller for a non-Hermitian difference. The steps `parity` and `le` are the two displayed arguments, and `le_antisymm` joins the inequalities.

## A symmetric determinant forces equal traces

Conversely, suppose that the secular determinant is symmetric. Then $P-Q$ and $-(P-Q)$ have the same characteristic polynomial, and so the same eigenvalues with multiplicity. The trace is the sum of the eigenvalues, hence

$$\operatorname{tr}(P-Q)=-\operatorname{tr}(P-Q),$$

and $\operatorname{tr}P=\operatorname{tr}Q$. Idempotency plays no part in this direction, and the theorem does not assume it.

```lean
/-- Conversely, for any two matrices `P` and `Q`, if the secular determinant of `P - Q` is
unchanged when `P - Q` is replaced by its negative, then `P` and `Q` have equal trace. -/
theorem trace_eq_of_secular_det_symmetric {P Q : Matrix n n ℂ}
    (h : ∀ z : ℂ, (z • (1 : Matrix n n ℂ) - (P - Q)).det
      = (z • (1 : Matrix n n ℂ) + (P - Q)).det) :
    P.trace = Q.trace := by
  have hc : (P - Q).charpoly = (-(P - Q)).charpoly := Polynomial.funext fun z => by
    rw [eval_charpoly_eq, eval_charpoly_eq, sub_neg_eq_add]
    exact h z
  -- the trace is the sum of the eigenvalues
  have ht : (P - Q).trace = (-(P - Q)).trace := by
    rw [Matrix.trace_eq_sum_roots_charpoly (P - Q), hc,
      ← Matrix.trace_eq_sum_roots_charpoly]
  rw [Matrix.trace_neg, Matrix.trace_sub] at ht
  linear_combination ht / 2
```

## Two oblique projectors with eigenvalues $\pm i$

A pair of $2\times2$ matrices shows the non-Hermitian case. The first projects onto the first basis vector:

$$P=\begin{pmatrix}1&1\\0&0\end{pmatrix}.$$

```lean
/-- An oblique projector onto the first basis vector. -/
def obliqueP : Matrix (Fin 2) (Fin 2) ℂ := !![1, 1; 0, 0]
```

The second projects onto the sum of the two basis vectors:

$$Q=\begin{pmatrix}1&0\\1&0\end{pmatrix}.$$

```lean
/-- An oblique projector onto the sum of the two basis vectors. -/
def obliqueQ : Matrix (Fin 2) (Fin 2) ℂ := !![1, 0; 1, 0]
```

Multiplication confirms $P^2=P$ and $Q^2=Q$. Both traces are $1$, and neither matrix is Hermitian, because its off-diagonal entries $1$ and $0$ are not complex conjugates of each other. The difference and its secular determinant are

$$P-Q=\begin{pmatrix}0&1\\-1&0\end{pmatrix},\qquad \det\bigl(z-(P-Q)\bigr)=\det\begin{pmatrix}z&-1\\1&z\end{pmatrix}=z^2+1.$$

The eigenvalues are $i$ and $-i$. They pair as required, but they cannot be read as real gains and losses of occupation, as they could for Hermitian density matrices. The proof checks the idempotency relations entry by entry, refutes Hermiticity with the entry in row `0` and column `1`, and expands the $2\times2$ determinant.

```lean
/-- The matrices `obliqueP` and `obliqueQ` are idempotent, non-Hermitian and of equal trace, and
the secular determinant of their difference is `z^2 + 1`. -/
theorem secular_det_symmetric_witness :
    obliqueP * obliqueP = obliqueP ∧ obliqueQ * obliqueQ = obliqueQ ∧
      ¬ obliqueP.IsHermitian ∧ ¬ obliqueQ.IsHermitian ∧ obliqueP.trace = obliqueQ.trace ∧
      ∀ z : ℂ, (z • (1 : Matrix (Fin 2) (Fin 2) ℂ) - (obliqueP - obliqueQ)).det
        = z ^ 2 + 1 := by
  refine ⟨?_, ?_, ?_, ?_, ?_, ?_⟩
  · ext i j
    fin_cases i <;> fin_cases j <;> simp [obliqueP, Matrix.mul_apply, Fin.sum_univ_succ]
  · ext i j
    fin_cases i <;> fin_cases j <;> simp [obliqueQ, Matrix.mul_apply, Fin.sum_univ_succ]
  · intro h
    have h01 := h.apply 0 1
    simp [obliqueP] at h01
  · intro h
    have h01 := h.apply 0 1
    simp [obliqueQ] at h01
  · simp [obliqueP, obliqueQ, Matrix.trace_fin_two]
  · intro z
    rw [Matrix.det_fin_two]
    simp [obliqueP, obliqueQ]
    ring

end DifferenceDensitySpectrum
```

```lean
#print axioms DifferenceDensitySpectrum.multiplicity_symmetric
#print axioms DifferenceDensitySpectrum.trace_eq_of_secular_det_symmetric
```

```
'DifferenceDensitySpectrum.multiplicity_symmetric' depends on axioms: [propext, Classical.choice, Quot.sound]
'DifferenceDensitySpectrum.trace_eq_of_secular_det_symmetric' depends on axioms: [propext, Classical.choice, Quot.sound]
```
